# Nonnegative polynomials of degree at most $2n$ have nonnegative moment sums when the Hankel matrix of $m_0,\dots,m_{2n}$ is positive semidefinite

## Moments, Hankel matrix and trial polynomials

The moments of a spectral density are its integrals against powers of the energy $x$. A calculation supplies finitely many of them, and one asks whether these numbers assign a nonnegative value to every nonnegative polynomial in the energy whose degree they cover, as a true density would.

Let $m_0,\dots,m_{2n}$ be real numbers, with no density assumed behind them. In Lean, `m` is an infinite sequence, of which only these entries matter. Indices start at 0, and $m_0$, the total weight, need not be 1.

```lean
import Mathlib

open Polynomial
open scoped Matrix

namespace HankelPositivity

noncomputable section
```

The Hankel matrix $H$ has size $(n+1)\times(n+1)$ and entries $H_{ij}=m_{i+j}$.

```lean
/-- The Hankel matrix of the moments `m 0, ..., m (2n)`, with entries `m (i + j)`. -/
def hankel (n : ℕ) (m : ℕ → ℝ) : Matrix (Fin (n + 1)) (Fin (n + 1)) ℝ :=
  Matrix.of fun i j => m ((i : ℕ) + (j : ℕ))
```

Let $c_k$ be the linear map that reads off the coefficient of $x^k$ (`lcoeff ℝ k`). The moment functional of order $N$ is $\Lambda_N=\sum_{k=0}^{N}m_k\,c_k$, written `moment m N`.

```lean
/-- The moment functional up to order `N`: the sum of `m k` times the `k`-th coefficient. -/
def moment (m : ℕ → ℝ) (N : ℕ) : ℝ[X] →ₗ[ℝ] ℝ :=
  ∑ k ∈ Finset.range (N + 1), m k • lcoeff ℝ k
```

A real vector $v=(v_0,\dots,v_n)$ defines the trial polynomial $t_v(x)=\sum_{i=0}^n v_i x^i$.

```lean
/-- The trial polynomial with coefficients `v 0, ..., v n`. -/
def trial {n : ℕ} (v : Fin (n + 1) → ℝ) : ℝ[X] :=
  ∑ i : Fin (n + 1), monomial (i : ℕ) (v i)
```

## (a) The functional in coefficients

**Task.** For $p(x)=\sum_k p_kx^k$, show that
$$\Lambda_N(p)=\sum_{k=0}^{N}p_k m_k .$$

**Solution.** Since $c_k(p)=p_k$, applying the definition to $p$ gives $\sum_k m_kp_k$. In Lean, `p.coeff k` is $p_k$, and `Finset.range (N + 1)` runs over $0,\dots,N$.

```lean
/-- The moment functional written out as coefficients times moments. -/
theorem moment_apply (m : ℕ → ℝ) (N : ℕ) (p : ℝ[X]) :
    moment m N p = ∑ k ∈ Finset.range (N + 1), p.coeff k * m k := by
  simp [moment, LinearMap.sum_apply, mul_comm]
```

## (b) A single power

**Task.** For $k\le N$ and real $a$, show that $\Lambda_N(a x^k)=a\,m_k$.

**Solution.** The only nonzero coefficient that can occur is the one of $x^k$, and $k\le N$ puts its term in the sum of (a). `Finset.sum_eq_single` keeps that term.

```lean
/-- The moment functional sends `a x ^ k` to `a * m k` for every order `k ≤ N`. -/
theorem moment_monomial (m : ℕ → ℝ) {N k : ℕ} (hk : k ≤ N) (a : ℝ) :
    moment m N (monomial k a) = a * m k := by
  rw [moment_apply, Finset.sum_eq_single k]
  · simp
  · intro b _ hb
    simp [coeff_monomial, hb.symm]
  · intro h
    exact absurd (Finset.mem_range.mpr (by omega)) h
```

## (c) Squares and the quadratic form

**Task.** Show that
$$\Lambda_{2n}(t_v^2)=v^{\mathsf T}Hv .$$

**Solution.** Expand the square as $t_v^2=\sum_{i,j}v_iv_j\,x^{i+j}$. Every exponent is at most $2n$, so (b) applies to each term:
$$\Lambda_{2n}(t_v^2)=\sum_{i,j}v_iv_j\,m_{i+j}=\sum_i v_i\sum_j H_{ij}v_j .$$
The Lean proof compares the two double sums term by term.

```lean
/-- The moment functional of a squared trial polynomial is the quadratic form of the
Hankel matrix in its coefficients. -/
theorem moment_trial_sq (m : ℕ → ℝ) {n : ℕ} (v : Fin (n + 1) → ℝ) :
    moment m (2 * n) (trial v ^ 2) = v ⬝ᵥ (hankel n m *ᵥ v) := by
  rw [sq, trial, Finset.sum_mul_sum, _root_.map_sum]
  simp only [dotProduct, Matrix.mulVec, hankel, Matrix.of_apply, Finset.mul_sum]
  refine Finset.sum_congr rfl fun i _ => ?_
  rw [_root_.map_sum]
  refine Finset.sum_congr rfl fun j _ => ?_
  have hij : (i : ℕ) + (j : ℕ) ≤ 2 * n := by
    have := i.isLt
    have := j.isLt
    omega
  rw [monomial_mul_monomial, moment_monomial m hij]
  ring
```

## (d) Splitting at the minimum

**Task.** Let $p(x)\ge0$ for all real $x$. Find a real $a$ and a polynomial $q$, nonnegative on the real line, with
$$p(x)=p(a)+(x-a)^2q(x).$$

**Solution.** A constant $p$ attains its minimum everywhere. Otherwise $|p(x)|\to\infty$ as $|x|\to\infty$, so $|p|=p$ has a minimum at some $a$, where $p'(a)=0$. Since $p-p(a)$ vanishes at $a$, it equals $(x-a)g$ for a polynomial $g$. Differentiating gives $p'=g+(x-a)g'$, hence $g(a)=p'(a)=0$ and $g=(x-a)q$. For $x\neq a$,
$$q(x)=\frac{p(x)-p(a)}{(x-a)^2}\ge0,$$
and continuity gives $q(a)\ge0$.

In Lean, `exists_forall_norm_le` supplies the minimum of $|p|$, and `closure_minimal` carries out the continuity step.

```lean
/-- A real polynomial that is nonnegative on the real line equals its value at some point `a`
plus `(x - a)²` times another polynomial that is nonnegative on the real line. -/
theorem exists_split_at_min (p : ℝ[X]) (hp : ∀ x, 0 ≤ p.eval x) :
    ∃ (a : ℝ) (q : ℝ[X]), p = C (p.eval a) + (X - C a) ^ 2 * q ∧ ∀ x, 0 ≤ q.eval x := by
  obtain ⟨a, ha⟩ := p.exists_forall_norm_le
  have hmin : ∀ y, p.eval a ≤ p.eval y := fun y => by
    have h := ha y
    rwa [Real.norm_of_nonneg (hp a), Real.norm_of_nonneg (hp y)] at h
  -- the slope vanishes at the minimum, so `(X - a)²` divides `p - p(a)`
  have hloc : IsLocalMin (fun x => p.eval x) a := Filter.Eventually.of_forall hmin
  have hder : p.derivative.eval a = 0 := hloc.hasDerivAt_eq_zero (p.hasDerivAt a)
  obtain ⟨g, hg⟩ : X - C a ∣ p - C (p.eval a) :=
    dvd_iff_isRoot.mpr (by rw [IsRoot.def, eval_sub, eval_C, sub_self])
  have hga : g.eval a = 0 := by
    have h := congrArg (fun r => (derivative r).eval a) hg
    simp only [derivative_sub, derivative_C, derivative_mul, derivative_X, eval_sub,
      eval_add, eval_mul, eval_X, eval_C, hder, sub_self, sub_zero,
      one_mul, zero_mul, add_zero] at h
    linarith only [h]
  obtain ⟨q, hq⟩ : X - C a ∣ g := dvd_iff_isRoot.mpr (show IsRoot g a from hga)
  have hpq : p = C (p.eval a) + (X - C a) ^ 2 * q := by
    rw [sq, mul_assoc, ← hq, ← hg]
    exact (add_sub_cancel _ _).symm
  refine ⟨a, q, hpq, ?_⟩
  -- the quotient is nonnegative away from `a`, hence everywhere by continuity
  have hsub : ({a}ᶜ : Set ℝ) ⊆ {x | 0 ≤ q.eval x} := by
    intro x hx
    have h := congrArg (eval x) hpq
    simp only [eval_add, eval_C, eval_mul, eval_pow, eval_sub, eval_X] at h
    have h2 : 0 ≤ (x - a) ^ 2 * q.eval x := by linarith only [h, hmin x]
    have h3 : 0 < (x - a) ^ 2 :=
      lt_of_le_of_ne (sq_nonneg _) (pow_ne_zero 2 (sub_ne_zero.mpr hx)).symm
    exact (mul_nonneg_iff_of_pos_left h3).mp h2
  have hcl : IsClosed {x | 0 ≤ q.eval x} := isClosed_le continuous_const q.continuous
  have hall := closure_minimal hsub hcl
  rw [(dense_compl_singleton a).closure_eq] at hall
  exact fun x => hall (Set.mem_univ x)
```

## (e) A sum of squares

**Task.** Let $p$ be nonnegative on the real line with degree at most $2n$. Find polynomials $q_0,\dots,q_n$ of degree at most $n$ with
$$p=\sum_{i=0}^{n}q_i^2 .$$

**Solution.** Use induction on $n$. For $n=0$, $p$ is a constant $c\ge0$, and $c=(\sqrt c)^2$.

Now let $p$ have degree at most $2n+2$, and split it as in (d). If $q\ne0$, then $p-p(a)$ has degree $2+\deg q$, so $q$ has degree at most $2n$; if $q=0$, the bound is trivial. By induction $q=\sum_{i=0}^n r_i^2$ with each $r_i$ of degree at most $n$, and
$$p=\bigl(\sqrt{p(a)}\bigr)^2+\sum_{i=0}^n\bigl((x-a)r_i\bigr)^2 .$$
These are $n+2$ squares of polynomials of degree at most $n+1$. `Fin.cons` places the constant in front of the other $n+1$ polynomials.

```lean
/-- A real polynomial of degree at most `2n` that is nonnegative on the real line is a sum of
`n + 1` squares of real polynomials of degree at most `n`. -/
theorem exists_sum_sq (n : ℕ) : ∀ p : ℝ[X], p.natDegree ≤ 2 * n → (∀ x, 0 ≤ p.eval x) →
    ∃ q : Fin (n + 1) → ℝ[X], (∀ i, (q i).natDegree ≤ n) ∧ p = ∑ i, q i ^ 2 := by
  induction n with
  | zero =>
    intro p hd hp
    have hc : p = C (p.coeff 0) := eq_C_of_natDegree_le_zero (by omega)
    have h0 : 0 ≤ p.coeff 0 := by
      rw [coeff_zero_eq_eval_zero]
      exact hp 0
    refine ⟨fun _ => C (√(p.coeff 0)), fun _ => (natDegree_C _).le, ?_⟩
    rw [Finset.sum_const, Finset.card_univ, Fintype.card_fin, zero_add, one_nsmul,
      ← C_pow, Real.sq_sqrt h0]
    exact hc
  | succ n ih =>
    intro p hd hp
    obtain ⟨a, q, hpq, hq⟩ := exists_split_at_min p hp
    -- if `q` is nonzero, its degree is two less than that of `p`
    have hdeg : q.natDegree ≤ 2 * n := by
      by_cases h0 : q = 0
      · simp [h0]
      have h : (p - C (p.eval a)).natDegree = 2 * 1 + q.natDegree := by
        rw [sub_eq_of_eq_add' hpq, natDegree_mul (pow_ne_zero 2 (X_sub_C_ne_zero a)) h0,
          natDegree_pow, natDegree_X_sub_C]
      rw [natDegree_sub_C] at h
      omega
    obtain ⟨r, hr, hsum⟩ := ih q hdeg hq
    refine ⟨Fin.cons (α := fun _ => ℝ[X]) (C (√(p.eval a))) (fun i => (X - C a) * r i),
      fun i => ?_, ?_⟩
    · refine Fin.cases ?_ (fun j => ?_) i
      · simp
      · rw [Fin.cons_succ]
        refine natDegree_mul_le.trans ?_
        rw [natDegree_X_sub_C]
        have := hr j
        omega
    · rw [Fin.sum_univ_succ]
      simp only [Fin.cons_zero, Fin.cons_succ, mul_pow]
      rw [← Finset.mul_sum, ← hsum, ← C_pow, Real.sq_sqrt (hp a)]
      exact hpq
```

## (f) Nonnegative moment sums

**Task.** Let $H$ be positive semidefinite, and let $p$ be nonnegative on the real line with degree at most $2n$. Show that
$$\sum_{k=0}^{2n}p_km_k\ge0 .$$

**Solution.** Write $p=\sum_i q_i^2$ as in (e), and let $v^{(i)}$ be the coefficient vector of $q_i$, so that $q_i=t_{v^{(i)}}$. By (a), linearity and (c),
$$\sum_{k=0}^{2n}p_km_k=\sum_{i=0}^n\Lambda_{2n}(q_i^2)=\sum_{i=0}^n v^{(i)\mathsf T}Hv^{(i)}\ge0 .$$
`PosSemidef` means that $H$ is symmetric with a nonnegative quadratic form. `natDegree` gives the zero polynomial degree 0, so it is included.

```lean
/-- If the Hankel matrix of `m 0, ..., m (2n)` is positive semidefinite, every real polynomial
of degree at most `2n` that is nonnegative on the real line has a nonnegative sum of
coefficients times moments. -/
theorem sum_coeff_mul_moment_nonneg {n : ℕ} {m : ℕ → ℝ} (hH : (hankel n m).PosSemidef)
    {p : ℝ[X]} (hd : p.natDegree ≤ 2 * n) (hp : ∀ x, 0 ≤ p.eval x) :
    0 ≤ ∑ k ∈ Finset.range (2 * n + 1), p.coeff k * m k := by
  obtain ⟨q, hq, hsum⟩ := exists_sum_sq n p hd hp
  rw [← moment_apply m (2 * n) p, hsum, _root_.map_sum]
  refine Finset.sum_nonneg fun i _ => ?_
  -- each square contributes a value of the Hankel quadratic form
  have e : q i = trial (fun k : Fin (n + 1) => (q i).coeff k) := by
    have h := (q i).as_sum_range' (n + 1) (Nat.lt_succ_of_le (hq i))
    rw [Finset.sum_range] at h
    exact h
  rw [e, moment_trial_sq]
  simpa only [star_trivial] using
    hH.dotProduct_mulVec_nonneg (fun k : Fin (n + 1) => (q i).coeff k)
```

## (g) The equivalence

**Task.** Show that $H$ is positive semidefinite if and only if the inequality of (f) holds for every $p$ allowed there.

**Solution.** One direction is (f). For the other, $H$ is symmetric because $i+j=j+i$. Given $v$, the polynomial $t_v^2$ is nonnegative and has degree at most $2n$, so by (c) and the assumed inequality $v^{\mathsf T}Hv=\Lambda_{2n}(t_v^2)\ge0$.

```lean
/-- The Hankel matrix is positive semidefinite exactly when the moment sum is nonnegative for
every real polynomial of degree at most `2n` that is nonnegative on the real line. -/
theorem hankel_posSemidef_iff (n : ℕ) (m : ℕ → ℝ) :
    (hankel n m).PosSemidef ↔ ∀ p : ℝ[X], p.natDegree ≤ 2 * n → (∀ x, 0 ≤ p.eval x) →
      0 ≤ ∑ k ∈ Finset.range (2 * n + 1), p.coeff k * m k := by
  refine ⟨fun hH p hd hp => sum_coeff_mul_moment_nonneg hH hd hp, fun h => ?_⟩
  have hH : (hankel n m).IsHermitian :=
    Matrix.IsHermitian.ext fun i j => by simp [hankel, add_comm]
  refine Matrix.PosSemidef.of_dotProduct_mulVec_nonneg hH fun v => ?_
  -- test the functional on the square of a trial polynomial
  have hv : (trial v).natDegree ≤ n := by
    unfold trial
    refine natDegree_sum_le_of_forall_le _ _ fun i _ => ?_
    exact (natDegree_monomial_le (v i)).trans (Nat.le_of_lt_succ i.isLt)
  rw [star_trivial, ← moment_trial_sq, moment_apply]
  refine h _ ?_ fun x => ?_
  · rw [natDegree_pow]
    omega
  · rw [eval_pow]
    exact sq_nonneg _
```

## (h) Finitely many energy levels

**Task.** Let real levels $\varepsilon_a$ carry weights $w_a\ge0$, and let $m_k=\sum_a w_a\varepsilon_a^k$. Show that $H$ is positive semidefinite for every $n$. Here $a$ labels levels, and Lean's `N` is their number.

**Solution.** For $p$ as in (f), exchanging the sums gives
$$\sum_{k=0}^{2n}p_km_k=\sum_a w_a\sum_{k=0}^{2n}p_k\varepsilon_a^k=\sum_a w_a\,p(\varepsilon_a)\ge0,$$
and (g) finishes the argument.

For a non-interacting Hamiltonian $\hat h$ in a finite orthonormal basis, a negative eigenvalue of $H$ therefore reveals errors in the computed moments of a local density of states, provided that its size exceeds the rounding error of the diagonalisation. The link to such a calculation is the spectral decomposition $\langle\phi|\hat h^k|\phi\rangle=\sum_a|\langle a|\phi\rangle|^2\varepsilon_a^k$, with $\phi$ the local orbital and $|a\rangle$ the eigenstates; the theorem starts from its right-hand side.

A positive semidefinite $H$ does not guarantee such levels. The moments $(0,0,1)$ give $H=\mathrm{diag}(0,1)$, yet $m_0=0$ forces every weight, and hence $m_2$, to vanish.

```lean
/-- The moments of finitely many real energy levels `ε a` with nonnegative spectral weights
`w a` have positive semidefinite Hankel matrices. -/
theorem hankel_posSemidef_of_levels {N : ℕ} (w ε : Fin N → ℝ) (hw : ∀ a, 0 ≤ w a) (n : ℕ) :
    (hankel n fun k => ∑ a, w a * ε a ^ k).PosSemidef := by
  refine (hankel_posSemidef_iff n _).mpr fun p hd hp => ?_
  -- the moment sum is the weighted sum of the values of `p` at the levels
  have h : ∑ k ∈ Finset.range (2 * n + 1), p.coeff k * ∑ a, w a * ε a ^ k
      = ∑ a, w a * p.eval (ε a) := by
    simp only [Finset.mul_sum]
    rw [Finset.sum_comm]
    refine Finset.sum_congr rfl fun a _ => ?_
    rw [eval_eq_sum_range' (Nat.lt_succ_of_le hd) (ε a), Finset.mul_sum]
    refine Finset.sum_congr rfl fun k _ => ?_
    ring
  exact h.symm ▸ Finset.sum_nonneg fun a _ => mul_nonneg (hw a) (hp _)

end

end HankelPositivity
```

```lean
#print axioms HankelPositivity.hankel_posSemidef_iff
#print axioms HankelPositivity.hankel_posSemidef_of_levels
```

```
'HankelPositivity.hankel_posSemidef_iff' depends on axioms: [propext, Classical.choice, Quot.sound]
'HankelPositivity.hankel_posSemidef_of_levels' depends on axioms: [propext, Classical.choice, Quot.sound]
```

## A numerical instance and a strict inequality

Take $n=1$ and $(m_0,m_1,m_2)=(1,1,2)$. Then $H=\begin{pmatrix}1&1\\1&2\end{pmatrix}$ has determinant 1 and trace 3, so it is positive definite. For $p=x^2-2x+3=2+(x-1)^2$ the moment sum is $3-2+2=3$; the two squares contribute 2 and 1. With $m_2=0$ instead, the determinant is $-1$, and $(x-1)^2$ receives the value $0-2+1=-1$, a negative variance.

The argument of (f) also gives a strict version, which is argued here in prose alone. If $H$ is positive definite and $p$ is a nonzero polynomial that meets the conditions of (f), some $q_i$ is nonzero, its coefficient vector contributes a positive term, and the moment sum is positive.
